# Within each cell of a unit grid, a one-dimensional blip expansion is a cubic set by four neighbouring coefficients

Blips are localised spline functions used as a basis for orbitals in electronic-structure calculations; here the blip is the centred cubic B-spline on a one-dimensional grid of unit spacing. `hasSum_cell` states that, for any real coefficients $c_k$ on the integers, any integer $n$ and $0 \le t \le 1$, the sum over all $k$ of $c_k$ times the blip at $n + t - k$ converges to an explicit polynomial in $t$, of degree at most three, built from $c_{n-1}$, $c_n$, $c_{n+1}$ and $c_{n+2}$. The coefficients need not be bounded or decay, and the expansion need not be normalised. The attempt evaluates the four blips that overlap the cell, shows that every other term is zero, and so reduces the infinite sum to a finite one.

The first attempt, which Lean rejects:

```lean
import Mathlib

open Polynomial

namespace HasSumCell

/-- The centred cubic B-spline (blip) on a grid of unit spacing. -/
noncomputable def blip (x : ℝ) : ℝ :=
  if |x| ≤ 1 then 2 / 3 - x ^ 2 + |x| ^ 3 / 2
  else if |x| ≤ 2 then (2 - |x|) ^ 3 / 6 else 0

/-- For `1 ≤ |x| ≤ 2`, both ends included, the blip is `(2 - |x|)³/6`. -/
theorem blip_outer {x : ℝ} (h1 : 1 ≤ |x|) (h2 : |x| ≤ 2) :
    blip x = (2 - |x|) ^ 3 / 6 := by
  unfold blip
  by_cases h : |x| ≤ 1
  · have e : |x| = 1 := le_antisymm h h1
    rw [if_pos h, ← sq_abs x, e]
    norm_num
  · rw [if_neg h, if_pos h2]

/-- The blip vanishes at distance two or more from its centre. -/
theorem blip_far {x : ℝ} (h : 2 ≤ |x|) : blip x = 0 := by
  unfold blip
  have h1 : ¬ |x| ≤ 1 := not_le.mpr (by linarith)
  rw [if_neg h1]
  by_cases h2 : |x| ≤ 2
  · have e : |x| = 2 := le_antisymm h2 h
    rw [if_pos h2, e]
    norm_num
  · rw [if_neg h2]

/-- At the point `n + t` of a grid cell, with `0 ≤ t ≤ 1`, a blip expansion with arbitrary
coefficients converges to an explicit cubic in `t` built from four neighbouring coefficients. -/
theorem hasSum_cell (c : ℤ → ℝ) (n : ℤ) {t : ℝ} (h0 : 0 ≤ t) (h1 : t ≤ 1) :
    HasSum (fun k : ℤ => c k * blip ((n : ℝ) + t - (k : ℝ)))
      (c (n - 1) * ((1 - t) ^ 3 / 6) + c n * ((3 * t ^ 3 - 6 * t ^ 2 + 4) / 6)
        + c (n + 1) * ((-3 * t ^ 3 + 3 * t ^ 2 + 3 * t + 1) / 6)
        + c (n + 2) * (t ^ 3 / 6)) := by
  -- the four blips that overlap the cell
  have e1 : blip ((n : ℝ) + t - ((n - 1 : ℤ) : ℝ)) = (1 - t) ^ 3 / 6 := by
    have e : (n : ℝ) + t - ((n - 1 : ℤ) : ℝ) = 1 + t := by push_cast; ring
    have a : |1 + t| = 1 + t := abs_of_nonneg (by linarith)
    have b : 1 ≤ |1 + t| := by rw [a]; linarith
    have b' : |1 + t| ≤ 2 := by rw [a]; linarith
    rw [e, blip_outer b b', a]
    ring
  have e2 : blip ((n : ℝ) + t - (n : ℝ)) = (3 * t ^ 3 - 6 * t ^ 2 + 4) / 6 := by
    have e : (n : ℝ) + t - (n : ℝ) = t := by ring
    have a : |t| = t := abs_of_nonneg h0
    have b : |t| ≤ 1 := by rw [a]; exact h1
    rw [e, blip, if_pos b, a]
    ring
  have e3 : blip ((n : ℝ) + t - ((n + 1 : ℤ) : ℝ))
      = (-3 * t ^ 3 + 3 * t ^ 2 + 3 * t + 1) / 6 := by
    have e : (n : ℝ) + t - ((n + 1 : ℤ) : ℝ) = t - 1 := by push_cast; ring
    have a : |t - 1| = 1 - t := by
      have := abs_of_nonpos (show t - 1 ≤ 0 by linarith)
      linarith
    have b : |t - 1| ≤ 1 := by rw [a]; linarith
    rw [e, blip, if_pos b, a]
    ring
  have e4 : blip ((n : ℝ) + t - ((n + 2 : ℤ) : ℝ)) = t ^ 3 / 6 := by
    have e : (n : ℝ) + t - ((n + 2 : ℤ) : ℝ) = t - 2 := by push_cast; ring
    have a : |t - 2| = 2 - t := by
      have := abs_of_nonpos (show t - 2 ≤ 0 by linarith)
      linarith
    have b : 1 ≤ |t - 2| := by rw [a]; linarith
    have b' : |t - 2| ≤ 2 := by rw [a]; linarith
    rw [e, blip_outer b b', a]
    ring
  -- all other blips vanish there
  have hz : ∀ k ∉ ({n - 1, n, n + 1, n + 2} : Finset ℤ),
      c k * blip ((n : ℝ) + t - (k : ℝ)) = 0 := by
    intro k hk
    simp only [Finset.mem_insert, Finset.mem_singleton, not_or] at hk
    have hk' : k ≤ n - 2 ∨ n + 3 ≤ k := by omega
    have far : 2 ≤ |(n : ℝ) + t - (k : ℝ)| := by
      rcases hk' with h | h
      · have h' : (k : ℝ) ≤ (n : ℝ) - 2 := by exact_mod_cast h
        have := le_abs_self ((n : ℝ) + t - (k : ℝ))
        linarith
      · have h' : (n : ℝ) + 3 ≤ (k : ℝ) := by exact_mod_cast h
        have := neg_le_abs ((n : ℝ) + t - (k : ℝ))
        linarith
    rw [blip_far far, mul_zero]
  have m1 : n - 1 ∉ ({n, n + 1, n + 2} : Finset ℤ) := by
    simp only [Finset.mem_insert, Finset.mem_singleton]; omega
  have m2 : n ∉ ({n + 1, n + 2} : Finset ℤ) := by
    simp only [Finset.mem_insert, Finset.mem_singleton]; omega
  have m3 : n + 1 ∉ ({n + 2} : Finset ℤ) := by
    simp only [Finset.mem_singleton]; omega
  convert hasSum_sum_of_ne_finset_zero hz using 1
  rw [Finset.sum_insert m1, Finset.sum_insert m2, Finset.sum_insert m3,
    Finset.sum_singleton, e1, e2, e3, e4]
  ring

end HasSumCell
```

The compiler's answer:

```
Main.lean:39:38: error: unsolved goals
case convert_2
c : ℤ → ℝ
n : ℤ
t : ℝ
h0 : 0 ≤ t
h1 : t ≤ 1
e1 : blip (↑n + t - ↑(n - 1)) = (1 - t) ^ 3 / 6
e2 : blip (↑n + t - ↑n) = (3 * t ^ 3 - 6 * t ^ 2 + 4) / 6
e3 : blip (↑n + t - ↑(n + 1)) = (-3 * t ^ 3 + 3 * t ^ 2 + 3 * t + 1) / 6
e4 : blip (↑n + t - ↑(n + 2)) = t ^ 3 / 6
hz : ∀ k ∉ {n - 1, n, n + 1, n + 2}, c k * blip (↑n + t - ↑k) = 0
m1 : n - 1 ∉ {n, n + 1, n + 2}
m2 : n ∉ {n + 1, n + 2}
m3 : n + 1 ∉ {n + 2}
⊢ (SummationFilter.unconditional ℤ).LeAtTop
```

The one error is a goal left open at the end: `(SummationFilter.unconditional ℤ).LeAtTop`. This is a side condition of `hasSum_sum_of_ne_finset_zero`, which holds for a general summation filter and asks for this property as an instance. Lean normally finds it unaided, but `convert` elaborates the lemma before matching it to the goal, so the filter was still unknown when the instance was sought. Matching then fixed the filter, but the instance was handed back as a second goal, `convert_2`. The `rw` and `ring` dealt only with the first goal, the equality of the two sums.

The repair states the lemma's result in full as `hs`. The stated type fixes the filter as the unconditional one, and Lean finds the instance. The rewrites now act on `hs` instead of the goal, which is only a rearrangement. `convert hs using 1` then leaves just the equality of the two values, which differ in how their terms are grouped, and `ring` closes it.

The change, after which it compiles:

```diff
@@ -91,7 +91,10 @@
   have m3 : n + 1 ∉ ({n + 2} : Finset ℤ) := by
     simp only [Finset.mem_singleton]; omega
-  convert hasSum_sum_of_ne_finset_zero hz using 1
+  have hs : HasSum (fun k : ℤ => c k * blip ((n : ℝ) + t - (k : ℝ)))
+      (∑ k ∈ ({n - 1, n, n + 1, n + 2} : Finset ℤ), c k * blip ((n : ℝ) + t - (k : ℝ))) :=
+    hasSum_sum_of_ne_finset_zero hz
   rw [Finset.sum_insert m1, Finset.sum_insert m2, Finset.sum_insert m3,
-    Finset.sum_singleton, e1, e2, e3, e4]
+    Finset.sum_singleton, e1, e2, e3, e4] at hs
+  convert hs using 1
   ring
 
```
